# Partial-wave increments falling as (l+1/2)⁻⁴ leave an L⁻³ truncation error

We represent the partial-wave contributions to an atomic self-energy by a sequence a_l in a real Banach space E, and we assume their decay law instead of deriving it from a particular approximation to the self-energy, such as GW. An element of E may be a real matrix element, a complex value at one frequency, or a whole matrix. The assumption is

(l + 1/2)⁴ a_l → c as l → ∞.

It stands for the slow angular convergence caused by short-range electron correlation, and c measures its strength. Each a_l is the full contribution of its angular momentum, with no radial basis error.

## From increments to the tail

Write R_L for the full sum minus the terms with l ≤ L. The claim is that the series converges and

(L + 1)³ R_L → c/3.

Compare a_l with the model increments, defined for l ≥ 1 by

w_l = 1/l³ − 1/(l+1)³.

Their sum telescopes:

Σ_{l=L+1}^{M} w_l = 1/(L+1)³ − 1/(M+1)³ → 1/(L+1)³ as M → ∞.

With x = l + 1/2 we have l(l+1) = x² − 1/4 and 3l² + 3l + 1 = 3x² + 1/4, so

w_l x⁴ = (3l² + 3l + 1) x⁴ / (l(l+1))³ = (3 + 1/(4x²)) / (1 − 1/(4x²))³ → 3.

Dividing the assumed limit by this one gives a_l/w_l → d, where d = c/3. Hence for any ε > 0 and all sufficiently large L,

‖a_l − w_l d‖ ≤ ε w_l for every l > L.

The right-hand side is summable, so a_l is summable too. Summing over l > L gives

‖R_L − d/(L+1)³‖ ≤ ε/(L+1)³.

Multiplying by (L+1)³ and letting ε shrink proves the claim.

The smallest cutoff, L = 0, can be checked on the model itself. Take a_0 = 0 and a_l = w_l for l ≥ 1. Then c = 3 and R_L = 1/(L+1)³, so the scaled error equals c/3 = 1 at every cutoff, including L = 0.

## The error and the model series in Lean

```lean
import Mathlib

open Filter Topology

namespace PartialWaveSelfEnergy

noncomputable section
```

`truncationError a L` is R_L. `Finset.range (L + 1)` contains 0, …, L, so the increment at L is included in the truncated sum.

```lean
/-- Truncation error of a summable partial-wave series: the full sum minus the sum of
the increments with angular momentum `l ≤ L`. -/
def truncationError {E : Type*} [NormedAddCommGroup E] (a : ℕ → E) (L : ℕ) : E :=
  ∑' l, a l - ∑ l ∈ Finset.range (L + 1), a l
```

`modelIncrement l` is w_l.

```lean
/-- Model increment `l⁻³ - (l+1)⁻³`, meant for angular momenta `l ≥ 1`. -/
def modelIncrement (l : ℕ) : ℝ := 1 / (l : ℝ) ^ 3 - 1 / ((l : ℝ) + 1) ^ 3
```

For a summable series, R_L is the sum of the omitted terms, indexed by l = k + (L + 1) with k ≥ 0.

```lean
/-- For a summable series the truncation error is the sum of all increments with `l > L`. -/
theorem truncationError_eq_tail {E : Type*} [NormedAddCommGroup E] {a : ℕ → E}
    (ha : Summable a) (L : ℕ) : truncationError a L = ∑' k, a (k + (L + 1)) :=
  sub_eq_of_eq_add' (ha.sum_add_tsum_nat_add (L + 1)).symm
```

Positivity of w_l allows it to serve as a bound on norms.

```lean
/-- The model increments are positive for `l ≥ 1`. -/
theorem modelIncrement_pos {l : ℕ} (hl : 1 ≤ l) : 0 < modelIncrement l := by
  have h : (0 : ℝ) < l := by exact_mod_cast hl
  exact sub_pos.mpr (one_div_lt_one_div_of_lt (by positivity)
    (pow_lt_pow_left₀ (by linarith) h.le (by norm_num)))
```

The telescoping sum is proved by induction on the number of terms, followed by the limit.

```lean
/-- The model increments with `l > L` add up to exactly `(L+1)⁻³`. -/
theorem modelIncrement_tail (L : ℕ) :
    HasSum (fun k => modelIncrement (k + (L + 1))) (1 / ((L : ℝ) + 1) ^ 3) := by
  rw [hasSum_iff_tendsto_nat_of_nonneg (fun k => (modelIncrement_pos (by omega)).le)]
  -- the partial sums telescope
  have hsum : ∀ n : ℕ, ∑ k ∈ Finset.range n, modelIncrement (k + (L + 1)) =
      1 / ((L : ℝ) + 1) ^ 3 - (((n : ℝ) + ((L : ℝ) + 1)) ^ 3)⁻¹ := by
    intro n
    induction n with
    | zero => simp
    | succ n ih =>
      rw [Finset.sum_range_succ, ih, modelIncrement]
      push_cast
      ring
  have hx : Tendsto (fun n : ℕ => (n : ℝ) + ((L : ℝ) + 1)) atTop atTop :=
    tendsto_atTop_add_const_right _ _ tendsto_natCast_atTop_atTop
  have ht : Tendsto (fun n : ℕ => (((n : ℝ) + ((L : ℝ) + 1)) ^ 3)⁻¹) atTop (𝓝 0) :=
    tendsto_inv_atTop_zero.comp ((tendsto_pow_atTop three_ne_zero).comp hx)
  have h := ht.const_sub (1 / ((L : ℝ) + 1) ^ 3)
  rw [sub_zero] at h
  exact h.congr (fun n => (hsum n).symm)
```

The next proof follows the calculation in x: `k1`, `k2` and `k3` are the three algebraic identities, and `key` combines them.

```lean
/-- The model increments behave as `3 (l+1/2)⁻⁴` at large angular momentum. -/
theorem modelIncrement_asymptotic :
    Tendsto (fun l : ℕ => modelIncrement l * ((l : ℝ) + 1 / 2) ^ 4) atTop (𝓝 3) := by
  have hx : Tendsto (fun l : ℕ => (l : ℝ) + 1 / 2) atTop atTop :=
    tendsto_atTop_add_const_right _ _ tendsto_natCast_atTop_atTop
  have hu : Tendsto (fun l : ℕ => (((l : ℝ) + 1 / 2) ^ 2)⁻¹) atTop (𝓝 0) :=
    tendsto_inv_atTop_zero.comp ((tendsto_pow_atTop two_ne_zero).comp hx)
  have h : Tendsto (fun l : ℕ => (3 + (((l : ℝ) + 1 / 2) ^ 2)⁻¹ / 4) /
      (1 - (((l : ℝ) + 1 / 2) ^ 2)⁻¹ / 4) ^ 3) atTop
      (𝓝 ((3 + 0 / 4) / (1 - 0 / 4) ^ 3)) :=
    ((hu.div_const 4).const_add 3).div (((hu.div_const 4).const_sub 1).pow 3) (by norm_num)
  have e : ((3 : ℝ) + 0 / 4) / (1 - 0 / 4) ^ 3 = 3 := by norm_num
  rw [e] at h
  refine h.congr' ?_
  filter_upwards [eventually_ge_atTop 1] with l hl
  have hy : (0 : ℝ) < l := by exact_mod_cast hl
  rw [modelIncrement]
  generalize (l : ℝ) = y at hy ⊢
  have hx0 : y + 1 / 2 ≠ 0 := by positivity
  have hi : ((y + 1 / 2) ^ 2)⁻¹ * (y + 1 / 2) ^ 2 = 1 := inv_mul_cancel₀ (pow_ne_zero 2 hx0)
  have k1 : 1 - ((y + 1 / 2) ^ 2)⁻¹ / 4 = (y * (y + 1)) / (y + 1 / 2) ^ 2 := by
    rw [eq_div_iff (pow_ne_zero 2 hx0)]
    linear_combination (-1 / 4) * hi
  have k2 : 3 + ((y + 1 / 2) ^ 2)⁻¹ / 4 = (3 * y ^ 2 + 3 * y + 1) / (y + 1 / 2) ^ 2 := by
    rw [eq_div_iff (pow_ne_zero 2 hx0)]
    linear_combination (1 / 4) * hi
  have k3 : 1 / y ^ 3 - 1 / (y + 1) ^ 3 = (3 * y ^ 2 + 3 * y + 1) / (y * (y + 1)) ^ 3 := by
    rw [div_sub_div _ _ (by positivity) (by positivity),
      div_eq_div_iff (by positivity) (by positivity)]
    ring
  have key : ∀ x P Q : ℝ, x ≠ 0 → Q ≠ 0 →
      P / x ^ 2 / (Q / x ^ 2) ^ 3 = P / Q ^ 3 * x ^ 4 := by
    intro x P Q h1 h2
    field_simp
  rw [k1, k2, k3]
  exact key _ _ _ hx0 (by positivity)
```

## Summing the comparison

The space E is now complete, which turns a summable bound on norms into convergence. The lemma takes the ε-estimate for all l > L and returns both summability and the estimate for R_L.

```lean
variable {E : Type*} [NormedAddCommGroup E] [NormedSpace ℝ E] [CompleteSpace E]
  {a : ℕ → E} {c : E}

/-- If every increment beyond `L` differs from `d` times the model increment by at most `ε` times
the model increment in norm, the series converges and its truncation error is `d (L+1)⁻³` up to an
error of norm at most `ε (L+1)⁻³`. -/
theorem truncationError_near_model {d : E} {ε : ℝ} {L : ℕ}
    (h : ∀ l > L, ‖a l - modelIncrement l • d‖ ≤ ε * modelIncrement l) :
    Summable a ∧
      ‖truncationError a L - (1 / ((L : ℝ) + 1) ^ 3) • d‖ ≤ ε / ((L : ℝ) + 1) ^ 3 := by
  have hw := modelIncrement_tail L
  have hb := hw.mul_left ε
  have hd := hw.smul_const d
  have hn : ∀ k, ‖a (k + (L + 1)) - modelIncrement (k + (L + 1)) • d‖ ≤
      ε * modelIncrement (k + (L + 1)) := fun k => h _ (by omega)
  have hs : Summable (fun k => a (k + (L + 1)) - modelIncrement (k + (L + 1)) • d) :=
    Summable.of_norm_bounded hb.summable hn
  have ha' : Summable (fun k => a (k + (L + 1))) := by
    refine (hs.add hd.summable).congr fun k => ?_
    simp
  have ha : Summable a := (summable_nat_add_iff (L + 1)).mp ha'
  refine ⟨ha, ?_⟩
  rw [truncationError_eq_tail ha, ← (ha'.hasSum.sub hd).tsum_eq]
  exact (tsum_of_norm_bounded hb hn).trans_eq (by ring)
```

The main theorem has the assumed limit as its only hypothesis on the increments; `•` multiplies an element of E by a real number. Summability is part of the conclusion, so the infinite sum in `truncationError` is a genuine one. In the proof, `hr` is a_l/w_l → c/3 and `near` is the ε-estimate. The preceding lemma is used with ε = 1 for summability and with ε/2 for the limit.

```lean
/-- Partial-wave convergence: if the self-energy increments satisfy `(l+1/2)⁴ a_l → c`,
the series converges and `(L+1)³` times its truncation error tends to `c/3`. -/
theorem partialWave_convergence
    (h : Tendsto (fun l : ℕ => ((l : ℝ) + 1 / 2) ^ 4 • a l) atTop (𝓝 c)) :
    Summable a ∧ Tendsto (fun L : ℕ => ((L : ℝ) + 1) ^ 3 • truncationError a L) atTop
      (𝓝 ((1 / 3 : ℝ) • c)) := by
  -- the increments in units of the model increments tend to `c/3`
  have hr : Tendsto (fun l : ℕ => (modelIncrement l)⁻¹ • a l) atTop
      (𝓝 ((1 / 3 : ℝ) • c)) := by
    rw [one_div]
    refine ((modelIncrement_asymptotic.inv₀ (by norm_num)).smul h).congr fun l => ?_
    have hx : ((l : ℝ) + 1 / 2) ^ 4 ≠ 0 := by positivity
    rw [smul_smul, mul_inv, mul_assoc, inv_mul_cancel₀ hx, mul_one]
  have near : ∀ ε > 0, ∃ N : ℕ, ∀ L ≥ N, ∀ l > L,
      ‖a l - modelIncrement l • ((1 / 3 : ℝ) • c)‖ ≤ ε * modelIncrement l := by
    intro ε hε
    obtain ⟨N, hN⟩ := Metric.tendsto_atTop.mp hr ε hε
    refine ⟨N, fun L hL l hl => ?_⟩
    have hw : 0 < modelIncrement l := modelIncrement_pos (by omega)
    have hlt := hN l (by omega)
    rw [dist_eq_norm] at hlt
    have e : a l - modelIncrement l • ((1 / 3 : ℝ) • c) =
        modelIncrement l • ((modelIncrement l)⁻¹ • a l - (1 / 3 : ℝ) • c) := by
      rw [smul_sub, smul_inv_smul₀ hw.ne']
    rw [e, norm_smul, Real.norm_of_nonneg hw.le]
    have := mul_le_mul_of_nonneg_left hlt.le hw.le
    linarith
  obtain ⟨N₁, hN₁⟩ := near 1 one_pos
  refine ⟨(truncationError_near_model (hN₁ N₁ le_rfl)).1, Metric.tendsto_atTop.mpr ?_⟩
  intro ε hε
  obtain ⟨N, hN⟩ := near (ε / 2) (half_pos hε)
  refine ⟨N, fun L hL => ?_⟩
  have hb := (truncationError_near_model (hN L hL)).2
  have hp : 0 < ((L : ℝ) + 1) ^ 3 := by positivity
  have e : ((L : ℝ) + 1) ^ 3 • truncationError a L - (1 / 3 : ℝ) • c = ((L : ℝ) + 1) ^ 3 •
      (truncationError a L - (1 / ((L : ℝ) + 1) ^ 3) • ((1 / 3 : ℝ) • c)) := by
    rw [smul_sub, smul_smul (((L : ℝ) + 1) ^ 3) (1 / ((L : ℝ) + 1) ^ 3),
      mul_one_div_cancel hp.ne', one_smul]
  rw [dist_eq_norm, e, norm_smul, Real.norm_of_nonneg hp.le]
  rw [le_div_iff₀ hp] at hb
  linarith
```

## Bounds and a correction from the last increment

A convergent sequence is bounded, which gives a constant K valid at every cutoff. The theorem does not compute K.

```lean
/-- If `(l+1/2)⁴ a_l` converges, the truncation error is at most a constant times
`(L+1)⁻³` for every cutoff `L`. -/
theorem truncationError_le
    (h : Tendsto (fun l : ℕ => ((l : ℝ) + 1 / 2) ^ 4 • a l) atTop (𝓝 c)) :
    ∃ K : ℝ, ∀ L : ℕ, ‖truncationError a L‖ ≤ K / ((L : ℝ) + 1) ^ 3 := by
  obtain ⟨K, hK⟩ :=
    (Metric.isBounded_range_of_tendsto _ (partialWave_convergence h).2).exists_norm_le
  refine ⟨K, fun L => ?_⟩
  have hL := hK _ (Set.mem_range_self L)
  rw [norm_smul, Real.norm_of_nonneg (by positivity)] at hL
  rw [le_div_iff₀ (by positivity)]
  linarith
```

If c ≠ 0, the scaled error has limiting norm ‖c‖/3 and eventually exceeds ‖c‖/6, so the inverse-cube rate is sharp. If c = 0, the main theorem says that the error vanishes faster than L⁻³.

```lean
/-- If `(l+1/2)⁴ a_l` tends to a nonzero `c`, the truncation error exceeds
`(‖c‖/6) (L+1)⁻³` for all large `L`. -/
theorem lt_truncationError (hc : c ≠ 0)
    (h : Tendsto (fun l : ℕ => ((l : ℝ) + 1 / 2) ^ 4 • a l) atTop (𝓝 c)) :
    ∀ᶠ L : ℕ in atTop, ‖c‖ / 6 / ((L : ℝ) + 1) ^ 3 < ‖truncationError a L‖ := by
  have hlt : ‖c‖ / 6 < ‖(1 / 3 : ℝ) • c‖ := by
    rw [norm_smul, Real.norm_of_nonneg (by norm_num)]
    linarith [norm_pos_iff.mpr hc]
  filter_upwards [(partialWave_convergence h).2.norm.eventually_const_lt hlt] with L hL
  rw [norm_smul, Real.norm_of_nonneg (by positivity)] at hL
  rw [div_lt_iff₀ (by positivity)]
  linarith
```

If c ≠ 0, the last computed increment also estimates the missing tail, because

(L+1)³ · (L+1/2) a_L/3 = (1/3) ((L+1)/(L+1/2))³ (L+1/2)⁴ a_L → c/3.

This is the limit of the scaled error, so the difference tends to zero. In the proof, `h2` is the identity between the prefactors. For self-energies computed with a converged radial basis at each l ≤ L, and with increments that obey the assumed law, this gives a correction that needs no fitted c. It is an asymptotic statement and supplies no error bar at a given L.

```lean
/-- Last-increment extrapolation: if `(l+1/2)⁴ a_l` converges, adding `(L+1/2) a_L / 3` to
the truncated sum leaves an error that vanishes faster than `(L+1)⁻³`. -/
theorem lastIncrement_extrapolation
    (h : Tendsto (fun l : ℕ => ((l : ℝ) + 1 / 2) ^ 4 • a l) atTop (𝓝 c)) :
    Tendsto (fun L : ℕ => ((L : ℝ) + 1) ^ 3 •
      (truncationError a L - (((L : ℝ) + 1 / 2) / 3) • a L)) atTop (𝓝 0) := by
  have hx : Tendsto (fun l : ℕ => (l : ℝ) + 1 / 2) atTop atTop :=
    tendsto_atTop_add_const_right _ _ tendsto_natCast_atTop_atTop
  have hi : Tendsto (fun l : ℕ => ((l : ℝ) + 1 / 2)⁻¹) atTop (𝓝 0) :=
    tendsto_inv_atTop_zero.comp hx
  have hr : Tendsto (fun l : ℕ => (1 + 1 / 2 * ((l : ℝ) + 1 / 2)⁻¹) ^ 3 / 3) atTop
      (𝓝 ((1 + 1 / 2 * 0) ^ 3 / 3)) :=
    (((hi.const_mul (1 / 2)).const_add 1).pow 3).div_const 3
  have e : ((1 : ℝ) + 1 / 2 * 0) ^ 3 / 3 = 1 / 3 := by norm_num
  rw [e] at hr
  -- the scaled error and the scaled correction share the limit `c/3`
  have hd := (partialWave_convergence h).2.sub (hr.smul h)
  rw [sub_self] at hd
  refine hd.congr fun L => ?_
  have hx0 : (L : ℝ) + 1 / 2 ≠ 0 := by positivity
  have h1 : (1 + 1 / 2 * ((L : ℝ) + 1 / 2)⁻¹) * ((L : ℝ) + 1 / 2) = (L : ℝ) + 1 := by
    rw [add_mul, mul_assoc, inv_mul_cancel₀ hx0]
    ring
  have h2 : (1 + 1 / 2 * ((L : ℝ) + 1 / 2)⁻¹) ^ 3 / 3 * ((L : ℝ) + 1 / 2) ^ 4 =
      ((L : ℝ) + 1) ^ 3 * (((L : ℝ) + 1 / 2) / 3) := by
    rw [← h1]
    generalize ((L : ℝ) + 1 / 2)⁻¹ = i
    ring
  rw [smul_sub, smul_smul, smul_smul, h2]

end

end PartialWaveSelfEnergy
```

```lean
#print axioms PartialWaveSelfEnergy.partialWave_convergence
#print axioms PartialWaveSelfEnergy.truncationError_le
#print axioms PartialWaveSelfEnergy.lt_truncationError
#print axioms PartialWaveSelfEnergy.lastIncrement_extrapolation
```

```
'PartialWaveSelfEnergy.partialWave_convergence' depends on axioms: [propext, Classical.choice, Quot.sound]
'PartialWaveSelfEnergy.truncationError_le' depends on axioms: [propext, Classical.choice, Quot.sound]
'PartialWaveSelfEnergy.lt_truncationError' depends on axioms: [propext, Classical.choice, Quot.sound]
'PartialWaveSelfEnergy.lastIncrement_extrapolation' depends on axioms: [propext, Classical.choice, Quot.sound]
```
